# For finitely many states, the time-momentum kernel yields the once-subtracted vacuum polarization

## Where is the subtraction hidden?

Take a single state of energy $E>0$ with Euclidean correlator $G(t)=\tfrac E2 e^{-Et}$. I integrate it over $t>0$ against the kernel used for the hadronic vacuum polarization in muon $g-2$ work, $t^2-2(1-\cos Qt)/Q^2$, and I am told to expect $Q^2/(E^2(E^2+Q^2))$. That is a dispersion relation subtracted at zero momentum, yet I never evaluated anything at $Q=0$. Which part of the kernel does the subtraction? And how does the $1/Q^2$ in it fit with the fourth time moment that is supposed to give the slope at small $Q$?

## The $t^2$ term is the value at zero momentum

For your single state, the two terms of the kernel are the two terms of the subtraction. Write $\Pi(Q)=1/(E^2+Q^2)$ for the unsubtracted polarization. The $t^2$ term integrates to $\Pi(0)$ and the cosine term to $\Pi(Q)$.

Two integrals are needed. Substituting $u=Et$ in the Gamma integral gives

$$\int_0^\infty t^n e^{-Et}\,dt=\frac{n!}{E^{n+1}} .$$

For the cosine, the function

$$F(t)=e^{-Et}\,\frac{Q\sin Qt-E\cos Qt}{E^2+Q^2}$$

has derivative $e^{-Et}\cos Qt$, since the sine terms cancel and the cosine terms add up to $E^2+Q^2$. It vanishes as $t\to\infty$, and $F(0)=-E/(E^2+Q^2)$, so

$$\int_0^\infty e^{-Et}\cos Qt\,dt=\frac{E}{E^2+Q^2}.$$

The quadratic term therefore contributes

$$\frac E2\cdot\frac{2}{E^3}=\frac1{E^2}=\Pi(0),$$

and the other term, before its minus sign, contributes

$$\frac E2\cdot\frac2{Q^2}\left(\frac1E-\frac{E}{E^2+Q^2}\right)=\frac1{Q^2}\cdot\frac{Q^2}{E^2+Q^2}=\Pi(Q).$$

Their difference is

$$\frac1{E^2}-\frac1{E^2+Q^2}=\frac{Q^2}{E^2(E^2+Q^2)} .$$

For finitely many states with weights $w_i$ and energies $E_i>0$, set $G(t)=\sum_i w_i\tfrac{E_i}{2}e^{-E_it}$ and $\Pi(Q)=\sum_i w_i/(E_i^2+Q^2)$. Everything is linear in the weights, so

$$\int_0^\infty G(t)\left[t^2-\frac{2(1-\cos Qt)}{Q^2}\right]dt=\sum_i\frac{w_iQ^2}{E_i^2(E_i^2+Q^2)}=\Pi(0)-\Pi(Q).$$

## Small momentum and the factor 12

The $1/Q^2$ is harmless: expanding the cosine at fixed $t$ turns the kernel into $Q^2t^4/12+O(Q^4)$. For the integral itself, divide the result above by $Q^2$ and let $Q\to0$:

$$\sum_i\frac{w_i}{E_i^2(E_i^2+Q^2)}\longrightarrow\sum_i\frac{w_i}{E_i^4}.$$

The fourth moment gives the same number, because

$$\int_0^\infty G(t)\,\frac{t^4}{12}\,dt=\sum_i\frac{w_iE_i}{24}\cdot\frac{4!}{E_i^5}=\sum_i\frac{w_i}{E_i^4}.$$

This is the slope of $\Pi(0)-\Pi(Q)$ in the variable $Q^2$ at zero.

## What the Lean statements say

The states are labelled by a finite type `ι`, and `w` and `E` assign a real weight and a real energy to each. The definitions `correlator`, `kernel` and `spectralSum` are $G$, the bracket above and $\Pi$. They are independent of one another, so the dispersion relation is derived and not built in.

The condition `∀ i, 0 < E i` says that every state lies above the vacuum, which makes each exponential decay. The weights may have either sign, although a physical spectral density is non-negative. The amplitude of each exponential is $w_iE_i/2$, so `w i` is the weight in the spectral density in $s=E^2$, not the amplitude a fit to the correlator would return. Units have $\hbar=c=1$, charge factors and the usual $4\pi^2$ are left out, and some texts define $\Pi$ with the opposite sign.

`time_momentum_representation` states, for $Q\neq0$, that the integrand is integrable on $(0,\infty)$ and that the integral is the dispersion sum. `integral_eq_subtraction` rewrites the value as $\Pi(0)-\Pi(Q)$. `slope_eq_fourth_moment` is the small-momentum limit, where `𝓝[≠] 0` means that $Q$ approaches zero through nonzero values.

Many lattice calculations of the hadronic vacuum polarization contribution to muon $g-2$ apply this kernel, integrated over $Q$ with a known QED weight, to correlators computed at discrete times; the identity here is for a finite sum of exponentials, known at all continuous times. In continuum QCD in infinite volume, that sum is replaced by an integral over a continuous spectral density that extends to arbitrarily high energies. Because of these high energies, $G$ grows like $1/t^3$ at short times, so $\Pi(0)$ and $\Pi(Q)$ diverge separately and only the combined kernel, which starts at $t^4$, gives a finite integral.

```lean
import Mathlib

open MeasureTheory Set Filter Topology

namespace TimeMomentumVacuumPolarization

noncomputable section

variable {ι : Type*} [Fintype ι]

/-- Euclidean-time correlator of finitely many states with energies `E i` and weights `w i`. -/
def correlator (w E : ι → ℝ) (t : ℝ) : ℝ :=
  ∑ i, w i * (E i / 2) * Real.exp (-(E i * t))

/-- The time-momentum kernel `t² - 2(1 - cos Qt)/Q²`, for momentum `Q ≠ 0`. -/
def kernel (Q t : ℝ) : ℝ := t ^ 2 - 2 * (1 - Real.cos (Q * t)) / Q ^ 2

/-- The unsubtracted spectral sum `∑ w/(E² + Q²)` at Euclidean momentum `Q`,
for nonzero energies. -/
def spectralSum (w E : ι → ℝ) (Q : ℝ) : ℝ := ∑ i, w i / (E i ^ 2 + Q ^ 2)

/-- For `E > 0`, the `n`-th time moment of a decaying exponential is `n!/E^(n+1)`,
and the integral converges. -/
theorem exp_moment {E : ℝ} (hE : 0 < E) (n : ℕ) :
    IntegrableOn (fun t : ℝ => t ^ n * Real.exp (-(E * t))) (Ioi 0) ∧
    ∫ t in Ioi (0 : ℝ), t ^ n * Real.exp (-(E * t)) = n.factorial / E ^ (n + 1) := by
  have h := Real.integral_rpow_mul_exp_neg_mul_Ioi (a := (n : ℝ) + 1) (r := E)
    (by positivity) hE
  have hp : (1 / E) ^ ((n : ℝ) + 1) = (1 / E) ^ (n + 1) := by
    exact_mod_cast Real.rpow_natCast (1 / E) (n + 1)
  rw [hp, Real.Gamma_nat_eq_factorial] at h
  simp only [add_sub_cancel_right, Real.rpow_natCast] at h
  -- a nonzero integral can only come from an integrable function
  have hne : ∫ t in Ioi (0 : ℝ), t ^ n * Real.exp (-(E * t)) ≠ 0 := by
    rw [h]
    positivity
  refine ⟨not_imp_comm.1 integral_undef hne, ?_⟩
  rw [h, one_div, inv_pow]
  ring

/-- For `E > 0`, the Laplace transform of `cos Qt` is `E/(E² + Q²)`,
and the integral converges. -/
theorem exp_cos_integral {E : ℝ} (hE : 0 < E) (Q : ℝ) :
    IntegrableOn (fun t : ℝ => Real.exp (-(E * t)) * Real.cos (Q * t)) (Ioi 0) ∧
    ∫ t in Ioi (0 : ℝ), Real.exp (-(E * t)) * Real.cos (Q * t) = E / (E ^ 2 + Q ^ 2) := by
  have hD : 0 < E ^ 2 + Q ^ 2 := by positivity
  have hint : IntegrableOn (fun t : ℝ => Real.exp (-(E * t)) * Real.cos (Q * t)) (Ioi 0) := by
    refine Integrable.mono' (exp_moment hE 0).1
      (by fun_prop : Continuous fun t : ℝ =>
        Real.exp (-(E * t)) * Real.cos (Q * t)).aestronglyMeasurable
      (Eventually.of_forall fun t => ?_)
    show ‖Real.exp (-(E * t)) * Real.cos (Q * t)‖ ≤ t ^ 0 * Real.exp (-(E * t))
    have h := mul_le_mul_of_nonneg_left (Real.abs_cos_le_one (Q * t))
      (Real.exp_pos (-(E * t))).le
    rw [norm_mul, Real.norm_eq_abs, Real.norm_eq_abs, abs_of_pos (Real.exp_pos _),
      pow_zero, one_mul]
    linarith
  refine ⟨hint, ?_⟩
  -- an explicit antiderivative
  have hder : ∀ t ∈ Ici (0 : ℝ), HasDerivAt (fun t : ℝ => Real.exp (-(E * t)) *
      ((Q * Real.sin (Q * t) - E * Real.cos (Q * t)) / (E ^ 2 + Q ^ 2)))
      (Real.exp (-(E * t)) * Real.cos (Q * t)) t := by
    intro t _
    have h1 : HasDerivAt (fun t : ℝ => Real.exp (-(E * t)))
        (Real.exp (-(E * t)) * (-(E * 1))) t :=
      ((hasDerivAt_id t).const_mul E).fun_neg.exp
    have h2 : HasDerivAt (fun t : ℝ => Real.sin (Q * t)) (Real.cos (Q * t) * (Q * 1)) t :=
      ((hasDerivAt_id t).const_mul Q).sin
    have h3 : HasDerivAt (fun t : ℝ => Real.cos (Q * t)) (-Real.sin (Q * t) * (Q * 1)) t :=
      ((hasDerivAt_id t).const_mul Q).cos
    refine (h1.fun_mul (((h2.const_mul Q).fun_sub (h3.const_mul E)).div_const
      (E ^ 2 + Q ^ 2))).congr_deriv ?_
    field_simp
    ring
  -- it vanishes at infinity, being a bounded oscillation times a decaying exponential
  have hexp : Tendsto (fun t : ℝ => Real.exp (-(E * t))) atTop (𝓝 0) :=
    Real.tendsto_exp_neg_atTop_nhds_zero.comp (tendsto_id.const_mul_atTop hE)
  have hlim : Tendsto (fun t : ℝ => Real.exp (-(E * t)) *
      ((Q * Real.sin (Q * t) - E * Real.cos (Q * t)) / (E ^ 2 + Q ^ 2))) atTop (𝓝 0) := by
    have hb := hexp.mul_const ((|Q| + |E|) / (E ^ 2 + Q ^ 2))
    rw [zero_mul] at hb
    refine squeeze_zero_norm (fun t => ?_) hb
    have hs : |Q * Real.sin (Q * t)| ≤ |Q| := by
      rw [abs_mul]
      exact mul_le_of_le_one_right (abs_nonneg _) (Real.abs_sin_le_one _)
    have hc : |E * Real.cos (Q * t)| ≤ |E| := by
      rw [abs_mul]
      exact mul_le_of_le_one_right (abs_nonneg _) (Real.abs_cos_le_one _)
    have hsc : |Q * Real.sin (Q * t) - E * Real.cos (Q * t)| ≤ |Q| + |E| := by
      have a := abs_le.mp hs
      have b := abs_le.mp hc
      exact abs_le.mpr ⟨by linarith [a.1, b.2], by linarith [a.2, b.1]⟩
    rw [norm_mul, Real.norm_eq_abs, Real.norm_eq_abs, abs_of_pos (Real.exp_pos _),
      abs_div, abs_of_pos hD]
    gcongr
  rw [integral_Ioi_of_hasDerivAt_of_tendsto' hder hint hlim]
  simp only [mul_zero, neg_zero, Real.exp_zero, Real.sin_zero, Real.cos_zero]
  ring

/-- A single state of energy `E > 0`, integrated against the kernel at `Q ≠ 0`,
contributes `Q²/(E²(E² + Q²))`, and the integral converges. -/
theorem single_state {E Q : ℝ} (hE : 0 < E) (hQ : Q ≠ 0) :
    IntegrableOn (fun t : ℝ => E / 2 * Real.exp (-(E * t)) * kernel Q t) (Ioi 0) ∧
    ∫ t in Ioi (0 : ℝ), E / 2 * Real.exp (-(E * t)) * kernel Q t =
      Q ^ 2 / (E ^ 2 * (E ^ 2 + Q ^ 2)) := by
  obtain ⟨i2, v2⟩ := exp_moment hE 2
  obtain ⟨i0, v0⟩ := exp_moment hE 0
  obtain ⟨ic, vc⟩ := exp_cos_integral hE Q
  -- split the kernel into its quadratic, constant and oscillating parts
  have hfun : (fun t : ℝ => E / 2 * Real.exp (-(E * t)) * kernel Q t) = fun t : ℝ =>
      E / 2 * (t ^ 2 * Real.exp (-(E * t))) - E / Q ^ 2 * (t ^ 0 * Real.exp (-(E * t)))
        + E / Q ^ 2 * (Real.exp (-(E * t)) * Real.cos (Q * t)) := by
    funext t
    unfold kernel
    ring
  have j2 := i2.const_mul (E / 2)
  have j0 := i0.const_mul (E / Q ^ 2)
  have jc := ic.const_mul (E / Q ^ 2)
  have j20 : IntegrableOn (fun t : ℝ => E / 2 * (t ^ 2 * Real.exp (-(E * t)))
      - E / Q ^ 2 * (t ^ 0 * Real.exp (-(E * t)))) (Ioi 0) := j2.sub j0
  rw [hfun]
  refine ⟨j20.add jc, ?_⟩
  rw [integral_add j20 jc, integral_sub j2 j0, integral_const_mul, integral_const_mul,
    integral_const_mul, v2, v0, vc]
  have hD : E ^ 2 + Q ^ 2 ≠ 0 := by positivity
  norm_num [Nat.factorial]
  field_simp
  ring

/-- Time-momentum representation: for positive energies and `Q ≠ 0`, the correlator integrated
against the kernel converges to the once-subtracted dispersion sum. -/
theorem time_momentum_representation (w E : ι → ℝ) (hE : ∀ i, 0 < E i) {Q : ℝ} (hQ : Q ≠ 0) :
    IntegrableOn (fun t : ℝ => correlator w E t * kernel Q t) (Ioi 0) ∧
    ∫ t in Ioi (0 : ℝ), correlator w E t * kernel Q t =
      ∑ i, w i * (Q ^ 2 / (E i ^ 2 * (E i ^ 2 + Q ^ 2))) := by
  have hfun : (fun t : ℝ => correlator w E t * kernel Q t) = fun t : ℝ =>
      ∑ i, w i * (E i / 2 * Real.exp (-(E i * t)) * kernel Q t) := by
    funext t
    rw [correlator, Finset.sum_mul]
    exact Finset.sum_congr rfl fun i _ => by ring
  have hi := fun i => (single_state (hE i) hQ).1.const_mul (w i)
  rw [hfun]
  refine ⟨MeasureTheory.integrable_finsetSum _ fun i _ => hi i, ?_⟩
  rw [MeasureTheory.integral_finsetSum _ fun i _ => hi i]
  refine Finset.sum_congr rfl fun i _ => ?_
  rw [integral_const_mul, (single_state (hE i) hQ).2]

/-- For positive energies and `Q ≠ 0`, the kernel integral is the spectral sum at zero momentum
minus the spectral sum at momentum `Q`. -/
theorem integral_eq_subtraction (w E : ι → ℝ) (hE : ∀ i, 0 < E i) {Q : ℝ} (hQ : Q ≠ 0) :
    ∫ t in Ioi (0 : ℝ), correlator w E t * kernel Q t =
      spectralSum w E 0 - spectralSum w E Q := by
  rw [(time_momentum_representation w E hE hQ).2, spectralSum, spectralSum,
    ← Finset.sum_sub_distrib]
  refine Finset.sum_congr rfl fun i _ => ?_
  have h := hE i
  have h1 : E i ≠ 0 := h.ne'
  have h2 : E i ^ 2 + Q ^ 2 ≠ 0 := by positivity
  have h3 : E i ^ 2 + (0 : ℝ) ^ 2 = E i ^ 2 := by ring
  rw [h3, div_sub_div _ _ (pow_ne_zero 2 h1) h2, ← mul_div_assoc]
  congr 1
  ring

/-- For positive energies, the fourth time moment of the correlator, divided by 12,
is `∑ w/E⁴`. -/
theorem fourth_moment (w E : ι → ℝ) (hE : ∀ i, 0 < E i) :
    ∫ t in Ioi (0 : ℝ), correlator w E t * (t ^ 4 / 12) = ∑ i, w i / E i ^ 4 := by
  have hfun : (fun t : ℝ => correlator w E t * (t ^ 4 / 12)) = fun t : ℝ =>
      ∑ i, w i * E i / 24 * (t ^ 4 * Real.exp (-(E i * t))) := by
    funext t
    rw [correlator, Finset.sum_mul]
    exact Finset.sum_congr rfl fun i _ => by ring
  rw [hfun, MeasureTheory.integral_finsetSum _ fun i _ => (exp_moment (hE i) 4).1.const_mul _]
  refine Finset.sum_congr rfl fun i _ => ?_
  have h1 : E i ≠ 0 := (hE i).ne'
  rw [integral_const_mul, (exp_moment (hE i) 4).2]
  norm_num [Nat.factorial]
  field_simp

/-- For positive energies, the kernel integral divided by `Q²` tends, as `Q → 0` through nonzero
values, to the fourth time moment of the correlator divided by 12. -/
theorem slope_eq_fourth_moment (w E : ι → ℝ) (hE : ∀ i, 0 < E i) :
    Tendsto (fun Q : ℝ => (∫ t in Ioi (0 : ℝ), correlator w E t * kernel Q t) / Q ^ 2)
      (𝓝[≠] 0) (𝓝 (∫ t in Ioi (0 : ℝ), correlator w E t * (t ^ 4 / 12))) := by
  have hc : Continuous fun Q : ℝ => ∑ i, w i / (E i ^ 2 * (E i ^ 2 + Q ^ 2)) :=
    continuous_finsetSum _ fun i _ => Continuous.div continuous_const (by fun_prop)
      fun Q => by
        have h := hE i
        positivity
  have h0 : ∑ i, w i / (E i ^ 2 * (E i ^ 2 + (0 : ℝ) ^ 2)) = ∑ i, w i / E i ^ 4 :=
    Finset.sum_congr rfl fun i _ => by
      congr 1
      ring
  have hl := (hc.tendsto 0).mono_left (nhdsWithin_le_nhds (s := {0}ᶜ))
  rw [h0] at hl
  rw [fourth_moment w E hE]
  refine hl.congr' ?_
  -- away from zero momentum the factor Q² cancels
  filter_upwards [self_mem_nhdsWithin] with Q hQ
  have hQ' : Q ≠ 0 := hQ
  rw [(time_momentum_representation w E hE hQ').2, Finset.sum_div]
  refine Finset.sum_congr rfl fun i _ => ?_
  have h := hE i
  have h1 : E i ≠ 0 := h.ne'
  have h2 : E i ^ 2 + Q ^ 2 ≠ 0 := by positivity
  field_simp

end

end TimeMomentumVacuumPolarization
```

```lean
#print axioms TimeMomentumVacuumPolarization.time_momentum_representation
#print axioms TimeMomentumVacuumPolarization.integral_eq_subtraction
#print axioms TimeMomentumVacuumPolarization.slope_eq_fourth_moment
```

```
'TimeMomentumVacuumPolarization.time_momentum_representation' depends on axioms: [propext, Classical.choice, Quot.sound]
'TimeMomentumVacuumPolarization.integral_eq_subtraction' depends on axioms: [propext, Classical.choice, Quot.sound]
'TimeMomentumVacuumPolarization.slope_eq_fourth_moment' depends on axioms: [propext, Classical.choice, Quot.sound]
```

## From one exponential to the sum

`exp_moment` takes the Gamma integral from Mathlib. Lean assigns the value zero to the integral of a non-integrable function, so the nonzero value $n!/E^{n+1}$ already implies integrability.

`exp_cos_integral` gets integrability from the bound $|e^{-Et}\cos Qt|\le e^{-Et}$. It then differentiates $F$ (`hder`), shows that $F$ tends to zero by squeezing it under a constant times $e^{-Et}$ (`hlim`), and applies the fundamental theorem of calculus on the half-line.

`single_state` splits the kernel into its quadratic, constant and oscillating parts, inserts the three known integrals, and leaves the algebra to `field_simp` and `ring`. The main theorem moves the finite sum outside the integral and uses `single_state` for each term. `integral_eq_subtraction` then combines the fractions $1/E_i^2$ and $1/(E_i^2+Q^2)$ state by state.

`fourth_moment` is `exp_moment` with $n=4$, summed over states. For the slope, the proof never exchanges the limit with the time integral. It uses the continuity in $Q$ of the finite sum $\sum_i w_i/(E_i^2(E_i^2+Q^2))$, and `filter_upwards` restricts attention to $Q\neq0$, where this sum equals the kernel integral divided by $Q^2$.
